# Stability of the spin-3/2 quadrupole splitting under changes of the field-gradient tensor

An electric-field-gradient tensor is a real symmetric traceless $3\times3$ matrix $V$, with Cartesian components $V_{ij}$ and $i,j\in\{0,1,2\}$. When two tensors $V$ and $W$ are compared, both refer to the same axes. In Lean, symmetry is the hypothesis `V.IsHermitian`, since the entries are real, and tracelessness is a separate hypothesis that appears only where it is used.

```lean
import Mathlib

open Matrix

namespace QuadrupoleSplittingStability

noncomputable section
```

The splitting is defined as

$$d(V)=\sqrt{6\,\mathrm{Tr}\,V^2}.$$

For a nucleus of spin 3/2 with quadrupole moment $Q$, in a static gradient and no magnetic field, the two doublets are separated by $|eQ|\,d(V)/6$, where $e$ is the elementary charge. This formula is the starting point here; it is not derived from the nuclear Hamiltonian.

```lean
/-- The quantity `√(6 Tr V²)`. For a real symmetric traceless field-gradient tensor `V` it is the
spin-3/2 quadrupole splitting in units of `|eQ|/6`, with `e` the elementary charge and `Q` the
nuclear quadrupole moment. -/
def splitting (V : Matrix (Fin 3) (Fin 3) ℝ) : ℝ := √(6 * (V * V).trace)
```

## The splitting as a Euclidean length

Let $c(V)\in\mathbb{R}^9$ be the list of all nine components. The map $c$ is linear, and each off-diagonal pair is counted twice.

```lean
/-- The nine Cartesian components of a tensor, listed as a Euclidean vector. -/
def components : Matrix (Fin 3) (Fin 3) ℝ →ₗ[ℝ] EuclideanSpace ℝ (Fin 3 × Fin 3) where
  toFun V := WithLp.toLp 2 fun p => V p.1 p.2
  map_add' _ _ := rfl
  map_smul' _ _ := rfl
```

Symmetry turns the trace into a sum of squares:

$$\mathrm{Tr}\,V^2=\sum_{ij}V_{ij}V_{ji}=\sum_{ij}V_{ij}^2 .$$

In the proof, `hs` is the substitution $V_{ji}=V_{ij}$.

```lean
variable {V W : Matrix (Fin 3) (Fin 3) ℝ}

/-- The squared splitting of a real symmetric tensor is six times the sum of its squared
components. -/
theorem splitting_sq (hV : V.IsHermitian) :
    splitting V ^ 2 = 6 * ∑ i, ∑ j, V i j ^ 2 := by
  have h : (V * V).trace = ∑ i, ∑ j, V i j ^ 2 := by
    simp only [Matrix.trace, Matrix.diag_apply, Matrix.mul_apply]
    refine Finset.sum_congr rfl fun i _ => Finset.sum_congr rfl fun j _ => ?_
    have hs : V j i = V i j := by simpa using hV.apply i j
    rw [hs, sq]
  rw [splitting, h, Real.sq_sqrt (by positivity)]
```

Hence $d(V)^2=6\|c(V)\|^2$. Both sides of the next identity are non-negative, so it is enough to compare squares:

$$d(V)=\sqrt6\,\|c(V)\|.$$

```lean
/-- The splitting of a real symmetric tensor is `√6` times the Euclidean length of its list of
components. -/
theorem splitting_eq_norm (hV : V.IsHermitian) : splitting V = √6 * ‖components V‖ := by
  have h0 : 0 ≤ splitting V := Real.sqrt_nonneg _
  have hc : ∀ i j, (components V).ofLp (i, j) = V i j := fun _ _ => rfl
  refine (sq_eq_sq₀ h0 (by positivity)).1 ?_
  rw [splitting_sq hV, mul_pow, Real.sq_sqrt (by norm_num), EuclideanSpace.norm_sq_eq,
    Fintype.sum_prod_type]
  simp only [hc, Real.norm_eq_abs, sq_abs]
```

## How far two splittings can differ

Write $a=c(V)$ and $b=c(W)$. By the Cauchy–Schwarz inequality,

$$\|a-b\|^2-(\|a\|-\|b\|)^2=2(\|a\|\|b\|-a\cdot b)\ge0 .$$

Taking roots and multiplying by $\sqrt6$ gives $|d(V)-d(W)|\le d(V-W)$. Lean takes the reverse triangle inequality from Mathlib as `abs_norm_sub_norm_le`. The condition $\mathrm{Tr}\,V=0$ is not needed here.

```lean
/-- Stability of the splitting: for real symmetric tensors, two splittings differ by at most the
splitting of the difference tensor. -/
theorem abs_splitting_sub_le (hV : V.IsHermitian) (hW : W.IsHermitian) :
    |splitting V - splitting W| ≤ splitting (V - W) := by
  rw [splitting_eq_norm hV, splitting_eq_norm hW, splitting_eq_norm (hV.sub hW), ← mul_sub,
    abs_mul, abs_of_nonneg (Real.sqrt_nonneg 6), map_sub]
  exact mul_le_mul_of_nonneg_left (abs_norm_sub_norm_le _ _) (Real.sqrt_nonneg 6)
```

Equality requires $a\cdot b=\|a\|\|b\|$, so one vector is a non-negative multiple of the other; zero is allowed. `SameRay ℝ V W` states this for the tensors. The proof uses Mathlib's equality criterion for strictly convex norms, and `hinj`, the injectivity of $c$, carries the condition back from $\mathbb{R}^9$ to matrices.

```lean
/-- For real symmetric tensors the stability bound is attained exactly when the two tensors lie
on a common ray, that is, one is a non-negative multiple of the other. -/
theorem abs_splitting_sub_eq_iff (hV : V.IsHermitian) (hW : W.IsHermitian) :
    |splitting V - splitting W| = splitting (V - W) ↔ SameRay ℝ V W := by
  have hinj : Function.Injective components := by
    intro A B h
    ext i j
    exact congrArg (fun x : EuclideanSpace ℝ (Fin 3 × Fin 3) => x.ofLp (i, j)) h
  have h6 : √(6 : ℝ) ≠ 0 := by positivity
  -- equality in the reverse triangle inequality, by strict convexity of the Euclidean norm
  rw [splitting_eq_norm hV, splitting_eq_norm hW, splitting_eq_norm (hV.sub hW), ← mul_sub,
    abs_mul, abs_of_nonneg (Real.sqrt_nonneg 6), map_sub, mul_right_inj' h6,
    ← hinj.sameRay_map_iff, sameRay_iff_norm_sub]
  exact eq_comm
```

## From component errors to a splitting error

Suppose that $V$ and $W$ are traceless and that every component of $V-W$ has magnitude at most $\varepsilon$. Its diagonal entries $x,y,z$ sum to zero, so $xy+yz+zx=-\tfrac12(x^2+y^2+z^2)$, and

$$0\le(\varepsilon-x)(\varepsilon-y)(\varepsilon-z)+(\varepsilon+x)(\varepsilon+y)(\varepsilon+z)=2\varepsilon^3-\varepsilon(x^2+y^2+z^2).$$

For $\varepsilon>0$ this gives $x^2+y^2+z^2\le2\varepsilon^2$; for $\varepsilon=0$ all three entries vanish. The six off-diagonal entries add at most $6\varepsilon^2$, so $d(V-W)^2\le48\varepsilon^2$ and

$$|d(V)-d(W)|\le4\sqrt3\,\varepsilon .$$

In Lean, `p1` and `p2` are the two products, and `off` bounds the off-diagonal squares. For computed field gradients, this converts a componentwise error into a bound on the splitting error, within the static, purely quadrupolar model.

```lean
/-- If two real symmetric traceless tensors agree within `ε` in every component, their
splittings agree within `4√3 ε`. -/
theorem abs_splitting_sub_le_of_components {ε : ℝ} (hV : V.IsHermitian) (hW : W.IsHermitian)
    (tV : V.trace = 0) (tW : W.trace = 0) (h : ∀ i j, |V i j - W i j| ≤ ε) :
    |splitting V - splitting W| ≤ 4 * √3 * ε := by
  have hε : 0 ≤ ε := (abs_nonneg _).trans (h 0 0)
  have h0 : 0 ≤ splitting (V - W) := Real.sqrt_nonneg _
  refine (abs_splitting_sub_le hV hW).trans ((sq_le_sq₀ h0 (by positivity)).1 ?_)
  -- the vanishing trace limits the diagonal part to `2 ε²`
  have diag : ∀ x y z : ℝ, x + y + z = 0 → |x| ≤ ε → |y| ≤ ε → |z| ≤ ε →
      x ^ 2 + y ^ 2 + z ^ 2 ≤ 2 * ε ^ 2 := by
    intro x y z hs hx hy hz
    obtain ⟨x1, x2⟩ := abs_le.1 hx
    obtain ⟨y1, y2⟩ := abs_le.1 hy
    obtain ⟨z1, z2⟩ := abs_le.1 hz
    obtain rfl : z = -x - y := by linarith
    rcases hε.eq_or_lt with h0 | h0
    · obtain rfl : x = 0 := by linarith
      obtain rfl : y = 0 := by linarith
      nlinarith [sq_nonneg ε]
    · have p1 := mul_nonneg (mul_nonneg (sub_nonneg.2 x2) (sub_nonneg.2 y2)) (sub_nonneg.2 z2)
      have p2 := mul_nonneg (mul_nonneg (neg_le_iff_add_nonneg.1 x1)
        (neg_le_iff_add_nonneg.1 y1)) (neg_le_iff_add_nonneg.1 z1)
      by_contra hlt
      have p3 := mul_pos h0 (sub_pos.2 (not_le.1 hlt))
      nlinarith
  have off : ∀ i j, (V i j - W i j) ^ 2 ≤ ε ^ 2 := fun i j =>
    sq_le_sq.2 ((h i j).trans (le_abs_self ε))
  rw [Matrix.trace_fin_three] at tV tW
  have hd := diag _ _ _ (by linarith) (h 0 0) (h 1 1) (h 2 2)
  rw [splitting_sq (hV.sub hW), mul_pow, mul_pow, Real.sq_sqrt (by norm_num)]
  simp only [Fin.sum_univ_three, Matrix.sub_apply]
  linarith [off 0 1, off 0 2, off 1 0, off 1 2, off 2 0, off 2 1]
```

The constant is attained. The tensor below is, by inspection, symmetric and traceless with components of magnitude at most one. It has $\mathrm{Tr}\,V^2=8$, so $d(V)=\sqrt{48}=4\sqrt3$; compare it with $W=0$ at $\varepsilon=1$.

```lean
/-- The tensor with rows `(1, 1, 1)`, `(1, -1, 1)` and `(1, 1, 0)` has splitting exactly `4√3`. -/
theorem splitting_extremal :
    splitting !![1, 1, 1; 1, -1, 1; 1, 1, 0] = 4 * √3 := by
  have h : ((!![1, 1, 1; 1, -1, 1; 1, 1, 0] : Matrix (Fin 3) (Fin 3) ℝ) *
      !![1, 1, 1; 1, -1, 1; 1, 1, 0]).trace = 8 := by
    simp only [Matrix.trace_fin_three, Matrix.mul_apply, Fin.sum_univ_three]
    change (1 * 1 + 1 * 1 + 1 * 1 : ℝ) + (1 * 1 + (-1) * (-1) + 1 * 1)
      + (1 * 1 + 1 * 1 + 0 * 0) = 8
    norm_num
  rw [splitting, h, show (6 : ℝ) * 8 = 4 ^ 2 * 3 by norm_num, Real.sqrt_mul (by norm_num),
    Real.sqrt_sq (by norm_num)]
```

## The sign along a fixed axis

Let $a,b,c$ now denote the diagonal entries of a traceless $V$, with $a$ the chosen one. From $a=-b-c$,

$$6(a^2+b^2+c^2)-9a^2=3(b-c)^2\ge0 .$$

Off-diagonal entries only increase $d(V)^2$, so $3|V_{ii}|\le d(V)$. The lemma `ax` is this inequality, applied to each of the three axes.

```lean
/-- Each diagonal component of a real symmetric traceless tensor has magnitude at most one third
of the splitting. -/
theorem three_mul_abs_diag_le (hV : V.IsHermitian) (tV : V.trace = 0) (i : Fin 3) :
    3 * |V i i| ≤ splitting V := by
  have h0 : 0 ≤ splitting V := Real.sqrt_nonneg _
  refine (sq_le_sq₀ (by positivity) h0).1 ?_
  -- the other two diagonal components must compensate the chosen one
  have ax : ∀ a b c : ℝ, a + b + c = 0 → 9 * a ^ 2 ≤ 6 * (a ^ 2 + b ^ 2 + c ^ 2) := by
    intro a b c h
    obtain rfl : a = -b - c := by linarith
    nlinarith [sq_nonneg (b - c)]
  rw [Matrix.trace_fin_three] at tV
  rw [mul_pow, sq_abs, splitting_sq hV]
  simp only [Fin.sum_univ_three]
  have off := fun j k => sq_nonneg (V j k)
  obtain rfl | rfl | rfl : i = 0 ∨ i = 1 ∨ i = 2 := by fin_cases i <;> simp
  · linarith [ax (V 0 0) (V 1 1) (V 2 2) (by linarith), off 0 1, off 0 2, off 1 0, off 1 2,
      off 2 0, off 2 1]
  · linarith [ax (V 1 1) (V 0 0) (V 2 2) (by linarith), off 0 1, off 0 2, off 1 0, off 1 2,
      off 2 0, off 2 1]
  · linarith [ax (V 2 2) (V 0 0) (V 1 1) (by linarith), off 0 1, off 0 2, off 1 0, off 1 2,
      off 2 0, off 2 1]
```

Apply the bound to $V-W$. If $d(V-W)<3|V_{ii}|$, then $|V_{ii}-W_{ii}|<|V_{ii}|$. Squaring gives $W_{ii}^2<2V_{ii}W_{ii}$, so $V_{ii}W_{ii}>0$ and the two components have the same strict sign.

```lean
/-- Along a fixed coordinate axis the sign is stable: for real symmetric traceless tensors, if the
splitting of `V - W` is below three times the magnitude of a diagonal component of `V`, the same
component of `W` has the same sign. -/
theorem diag_sign_stable (hV : V.IsHermitian) (hW : W.IsHermitian) (tV : V.trace = 0)
    (tW : W.trace = 0) (i : Fin 3) (h : splitting (V - W) < 3 * |V i i|) :
    0 < V i i * W i i := by
  have h1 := three_mul_abs_diag_le (hV.sub hW) (by rw [Matrix.trace_sub, tV, tW, sub_zero]) i
  rw [Matrix.sub_apply] at h1
  have h2 : |V i i - W i i| < |V i i| := by linarith
  nlinarith [sq_lt_sq.2 h2, sq_nonneg (W i i)]

end

end QuadrupoleSplittingStability
```

```lean
#print axioms QuadrupoleSplittingStability.abs_splitting_sub_le
#print axioms QuadrupoleSplittingStability.abs_splitting_sub_le_of_components
#print axioms QuadrupoleSplittingStability.splitting_extremal
#print axioms QuadrupoleSplittingStability.diag_sign_stable
```

```
'QuadrupoleSplittingStability.abs_splitting_sub_le' depends on axioms: [propext, Classical.choice, Quot.sound]
'QuadrupoleSplittingStability.abs_splitting_sub_le_of_components' depends on axioms: [propext, Classical.choice, Quot.sound]
'QuadrupoleSplittingStability.splitting_extremal' depends on axioms: [propext, Classical.choice, Quot.sound]
'QuadrupoleSplittingStability.diag_sign_stable' depends on axioms: [propext, Classical.choice, Quot.sound]
```

The last theorem concerns a fixed axis, not the principal value of largest magnitude, whose sign is the one usually quoted. That sign can jump: for $\mathrm{diag}(1+t,-1+t,-2t)$ the largest-magnitude eigenvalue passes from near $-1$ to near $1$ as $t$ increases through zero, although the tensor moves only by $d=6|t|$ from its value at $t=0$. This family is a calculation by hand and does not appear in the Lean file.

The splitting could also have been modelled as the gap of the $4\times4$ Hamiltonian proportional to $\sum_{ij}V_{ij}I_iI_j$, with $I_i$ the spin operators. The trace formula would then be a theorem about traceless tensors, and for other symmetric matrices the gap would ignore the isotropic part, which $d$ includes.
